# Additive Landauer Resistance of Incoherent Scatterers in Series

To estimate the transmission of a single-channel wire with several scatterers between which the carriers lose their phase coherence but keep their direction of motion, convert each transmission probability $T_i$ into $(1-T_i)/T_i$, add these numbers, and convert the sum back into a probability. Multiplying the $T_i$ instead would leave out the carriers that are reflected back and forth between scatterers and still get through.

The conversion is justified for a single channel in which probabilities, not amplitudes, are combined. There it gives a resistance that, once the contact resistance is subtracted, grows in proportion to the number of identical scatterers, the ohmic behaviour with which a phase-coherent transport calculation can be compared.

## From round trips to added resistances

Let two scatterers have transmission probabilities $T_1,T_2\in(0,1]$ and reflection probabilities $1-T_1$ and $1-T_2$, the same from either side. A carrier entering from the left can cross both after $k=0,1,2,\dots$ internal round trips. Each round trip consists of a reflection at the second scatterer and one at the first, so the probability of crossing after exactly $k$ of them is

$$T_1\,[(1-T_2)(1-T_1)]^k\,T_2 .$$

The ratio of this geometric series is non-negative, and it is below 1 because

$$D = 1-(1-T_1)(1-T_2)=T_1+T_2(1-T_1)>0 .$$

The series therefore sums to

$$T_{12}=\frac{T_1T_2}{1-(1-T_1)(1-T_2)} .$$

This is again a number in $(0,1]$: numerator and denominator are positive, and $D-T_1T_2=T_1(1-T_2)+T_2(1-T_1)\ge 0$.

Define the resistance of a scatterer as $R(T)=(1-T)/T=1/T-1$. Since $D=T_1+T_2-T_1T_2$,

$$R(T_{12})=\frac{T_1+T_2-T_1T_2}{T_1T_2}-1=\frac1{T_1}+\frac1{T_2}-2=R(T_1)+R(T_2).$$

For a chain with probabilities $T_0,\dots,T_{n-1}$, start from the empty chain, which has transmission 1 and resistance 0, and attach one scatterer at a time. Each step adds one resistance, so the transmission $T$ of the whole chain obeys

$$\frac{1-T}{T}=\sum_{i=0}^{n-1}\frac{1-T_i}{T_i},\qquad T=\frac{1}{1+\sum_i (1-T_i)/T_i}.$$

For $n$ identical scatterers of transmission $t$ this becomes $T=t/(t+n(1-t))$.

## The same answer from flux balance

The iteration treats everything already assembled as one scatterer. The whole chain can also be described at once. Number the regions between scatterers, including the two outer ones, by $0,\dots,n$, and let $a_i$ and $b_i$ be the right- and left-moving fluxes in region $i$. In the steady state, scatterer $i$ imposes

$$a_{i+1}=T_ia_i+(1-T_i)b_{i+1},\qquad b_i=(1-T_i)a_i+T_ib_{i+1}.$$

Adding the two equations gives $a_{i+1}-b_{i+1}=a_i-b_i$, so the net current $J=a_i-b_i$ is the same in every region. The second equation gives $J=T_i(a_i-b_{i+1})$, and the first gives $a_i-a_{i+1}=(1-T_i)(a_i-b_{i+1})$. Hence

$$a_i-a_{i+1}=R(T_i)\,J .$$

Summing over the chain yields $a_0-a_n=J\sum_i R(T_i)$. If nothing is incident from the right, $b_n=0$ and $J=a_n$, so $a_0=\bigl(1+\sum_i R(T_i)\bigr)a_n=a_n/T$. The transmitted flux is $a_n=Ta_0$, with the same $T$ as before.

## Probabilities, resistances and fluxes in Lean

The development works over the real numbers.

```lean
import Mathlib

open Finset

namespace IncoherentScatterers

noncomputable section
```

The composition of two scatterers is defined by its closed form; its relation to the round trips is proved further on.

```lean
/-- Transmission probability of two incoherent scatterers in series. -/
def seriesT (T₁ T₂ : ℝ) : ℝ := T₁ * T₂ / (1 - (1 - T₁) * (1 - T₂))
```

The resistance is dimensionless. In linear response at low temperature, a spin-degenerate channel has total resistance $(h/2e^2)/T$, where $e$ is the elementary charge and $h$ is Planck's constant. Subtracting the contact contribution $h/2e^2$, which remains even for a perfect conductor, leaves $(h/2e^2)(1-T)/T$. The code takes this last factor as its definition and does not derive it from a transport theory.

```lean
/-- Landauer resistance of a scatterer with transmission probability `T`, in units of the resistance
quantum `h / (2e²)` of a spin-degenerate channel and without the contact resistance. -/
def resistance (T : ℝ) : ℝ := (1 - T) / T
```

A chain is a function `T : ℕ → ℝ`, of which only the values `T 0` to `T (n - 1)` enter `chainT T n`.

```lean
/-- Transmission probability of the first `n` scatterers of a chain, obtained by adding one
scatterer at a time; the empty chain transmits perfectly. -/
def chainT (T : ℕ → ℝ) : ℕ → ℝ
  | 0 => 1
  | n + 1 => seriesT (chainT T n) (T n)
```

`FluxBalance` contains the two steady-state equations for every `i < n`. It does not mention `seriesT` or `chainT`, which makes it an independent description of the chain. Both descriptions assume one channel, reflection without absorption, and no interference; neither includes an energy dependence of the probabilities.

```lean
/-- Steady-state balance of the right-moving fluxes `a` and left-moving fluxes `b` at each of
`n` scatterers; scatterer `i` sits between the gaps `i` and `i + 1`. -/
def FluxBalance (T a b : ℕ → ℝ) (n : ℕ) : Prop :=
  ∀ i < n, a (i + 1) = T i * a i + (1 - T i) * b (i + 1) ∧
    b i = (1 - T i) * a i + T i * b (i + 1)
```

## Two scatterers

`Set.Ioc (0 : ℝ) 1` is the interval $(0,1]$. An opaque scatterer, $T=0$, is excluded because its resistance would be infinite. `HasSum` says that the series over the number `k` of round trips converges to the stated value. In the proof, `r0` and `r1` place the round-trip probability in $[0,1)$, Mathlib's geometric series supplies the sum, and `e` rewrites the result as `seriesT`.

```lean
/-- The probabilities of crossing two scatterers after `k` internal round trips sum to the
series transmission probability. -/
theorem multiple_reflection_hasSum {T₁ T₂ : ℝ} (h₁ : T₁ ∈ Set.Ioc (0 : ℝ) 1)
    (h₂ : T₂ ∈ Set.Ioc (0 : ℝ) 1) :
    HasSum (fun k : ℕ => T₁ * ((1 - T₂) * (1 - T₁)) ^ k * T₂) (seriesT T₁ T₂) := by
  obtain ⟨p₁, q₁⟩ := h₁
  obtain ⟨p₂, q₂⟩ := h₂
  -- one round trip has probability in [0, 1)
  have r0 : 0 ≤ (1 - T₂) * (1 - T₁) := mul_nonneg (by linarith) (by linarith)
  have r1 : (1 - T₂) * (1 - T₁) < 1 := by
    nlinarith [mul_nonneg p₂.le (sub_nonneg.mpr q₁)]
  have h := ((hasSum_geometric_of_lt_one r0 r1).mul_left T₁).mul_right T₂
  have e : seriesT T₁ T₂ = T₁ * (1 - (1 - T₂) * (1 - T₁))⁻¹ * T₂ := by
    rw [seriesT, div_eq_mul_inv, mul_comm (1 - T₂) (1 - T₁)]
    ring
  rw [e]
  exact h
```

The next theorem keeps the composed probability in $(0,1]$, so that it can serve as the input of a further composition. The products `u` and `v` are the non-negative quantities $T_2(1-T_1)$ and $T_1(1-T_2)$ used above, first for the positivity of $D$ and then for $T_1T_2\le D$.

```lean
/-- Two scatterers in series again have a transmission probability in `(0, 1]`. -/
theorem seriesT_mem {T₁ T₂ : ℝ} (h₁ : T₁ ∈ Set.Ioc (0 : ℝ) 1)
    (h₂ : T₂ ∈ Set.Ioc (0 : ℝ) 1) : seriesT T₁ T₂ ∈ Set.Ioc (0 : ℝ) 1 := by
  obtain ⟨p₁, q₁⟩ := h₁
  obtain ⟨p₂, q₂⟩ := h₂
  have u := mul_nonneg p₂.le (sub_nonneg.mpr q₁)
  have v := mul_nonneg p₁.le (sub_nonneg.mpr q₂)
  have hD : 0 < 1 - (1 - T₁) * (1 - T₂) := by nlinarith
  refine ⟨div_pos (mul_pos p₁ p₂) hD, ?_⟩
  rw [seriesT, div_le_one hD]
  nlinarith
```

Writing the resistance as $1/T-1$ turns its additivity into an identity between reciprocals.

```lean
/-- The resistance is the inverse transmission probability minus one. -/
theorem resistance_eq {T : ℝ} (hT : T ≠ 0) : resistance T = T⁻¹ - 1 := by
  rw [resistance, sub_div, div_self hT, one_div]
```

The proof for a pair applies this form to all three resistances and inverts the fraction in `seriesT`; `field_simp` and `ring` then carry out the algebra of the displayed calculation.

```lean
/-- The Landauer resistances of two incoherent scatterers in series add. -/
theorem resistance_seriesT {T₁ T₂ : ℝ} (h₁ : T₁ ∈ Set.Ioc (0 : ℝ) 1)
    (h₂ : T₂ ∈ Set.Ioc (0 : ℝ) 1) :
    resistance (seriesT T₁ T₂) = resistance T₁ + resistance T₂ := by
  have n₁ : T₁ ≠ 0 := h₁.1.ne'
  have n₂ : T₂ ≠ 0 := h₂.1.ne'
  rw [resistance_eq (seriesT_mem h₁ h₂).1.ne', resistance_eq n₁, resistance_eq n₂,
    seriesT, inv_div]
  field_simp
  ring
```

## Chains of any length

Induction on `n` extends the bound on the transmission to the whole chain. The step combines the first `n` scatterers, treated as one, with scatterer `T n`.

```lean
/-- A chain of `n` scatterers has a transmission probability in `(0, 1]`. -/
theorem chainT_mem {T : ℕ → ℝ} {n : ℕ} (hT : ∀ i < n, T i ∈ Set.Ioc (0 : ℝ) 1) :
    chainT T n ∈ Set.Ioc (0 : ℝ) 1 := by
  induction n with
  | zero => simp [chainT]
  | succ n ih =>
    exact seriesT_mem (ih fun i hi => hT i (by omega)) (hT n (by omega))
```

The additive law follows by the same induction. `range n` runs over $0,\dots,n-1$, and `sum_range_succ` splits off the last resistance, which the theorem for a pair accounts for. For `n = 0` both sides are zero.

```lean
/-- Additive Landauer resistance: the resistance `(1 - T) / T` of a chain of `n` incoherent
scatterers is the sum of the resistances of the single scatterers. -/
theorem resistance_chainT {T : ℕ → ℝ} {n : ℕ} (hT : ∀ i < n, T i ∈ Set.Ioc (0 : ℝ) 1) :
    resistance (chainT T n) = ∑ i ∈ range n, resistance (T i) := by
  induction n with
  | zero => simp [chainT, resistance]
  | succ n ih =>
    have h : ∀ i < n, T i ∈ Set.Ioc (0 : ℝ) 1 := fun i hi => hT i (by omega)
    rw [sum_range_succ, ← ih h]
    exact resistance_seriesT (chainT_mem h) (hT n (by omega))
```

With equal probabilities the sum is $n(1-t)/t$. The proof solves for the reciprocal of the chain's transmission and inverts it. For $t<1$ the transmission falls off as $1/n$ in long chains, whereas the product $t^n$ would fall exponentially.

```lean
/-- A chain of `n` identical scatterers of transmission probability `t` transmits with
probability `t / (t + n (1 - t))`. -/
theorem chainT_identical {t : ℝ} (ht : t ∈ Set.Ioc (0 : ℝ) 1) (n : ℕ) :
    chainT (fun _ => t) n = t / (t + n * (1 - t)) := by
  have hT : ∀ i < n, (fun _ : ℕ => t) i ∈ Set.Ioc (0 : ℝ) 1 := fun _ _ => ht
  have h := resistance_chainT hT
  rw [resistance_eq (chainT_mem hT).1.ne', sum_const, card_range, nsmul_eq_mul] at h
  have t0 : t ≠ 0 := ht.1.ne'
  have e : (chainT (fun _ => t) n)⁻¹ = (t + n * (1 - t)) / t := by
    rw [add_div, div_self t0, mul_div_assoc]
    unfold resistance at h
    linarith
  rw [← inv_inv (chainT (fun _ => t) n), e, inv_div]
```

## Fluxes through the whole chain

`flux_profile` proves current conservation and the accumulated drop together, for every region `m ≤ n`. It needs only positive $T_i$. In the induction step, `h₁` and `h₂` are the two balance equations at scatterer `m`, and `e` is the relation $R(T_m)T_m=1-T_m$. The two `linear_combination` calls record which multiples of these equations give the conserved current and the new drop.

```lean
/-- Under flux balance the net current is the same in every gap, and the right-moving flux
drops along the chain by the accumulated resistance times this current. -/
theorem flux_profile {T a b : ℕ → ℝ} {n : ℕ} (hT : ∀ i < n, 0 < T i)
    (h : FluxBalance T a b n) {m : ℕ} (hm : m ≤ n) :
    a m - b m = a 0 - b 0 ∧
      a 0 - a m = (∑ i ∈ range m, resistance (T i)) * (a 0 - b 0) := by
  induction m with
  | zero => simp
  | succ m ih =>
    obtain ⟨c, d⟩ := ih (by omega)
    obtain ⟨h₁, h₂⟩ := h m (by omega)
    have t0 : T m ≠ 0 := (hT m (by omega)).ne'
    refine ⟨by linear_combination h₁ + h₂ + c, ?_⟩
    -- the drop across scatterer m is its resistance times the current
    have e : resistance (T m) * T m = 1 - T m := by
      rw [resistance_eq t0, sub_mul, inv_mul_cancel₀ t0, one_mul]
    rw [sum_range_succ]
    linear_combination d - h₁ + resistance (T m) * h₂ + resistance (T m) * c
      - (a m - b (m + 1)) * e
```

The hypothesis `hb` says that nothing arrives from the right. The additive law replaces the sum of resistances by the resistance of `chainT T n`, after which `e` expresses the incident flux as the transmitted flux divided by the transmission probability. The conclusion holds for every profile that satisfies both the balance equations and `hb`, whatever the size of the flux incident from the left.

```lean
/-- With no flux incident from the right, the flux leaving a balanced chain is the incident
flux times the transmission probability `chainT`. -/
theorem transmitted_flux {T a b : ℕ → ℝ} {n : ℕ} (hT : ∀ i < n, T i ∈ Set.Ioc (0 : ℝ) 1)
    (h : FluxBalance T a b n) (hb : b n = 0) : a n = chainT T n * a 0 := by
  obtain ⟨c, d⟩ := flux_profile (fun i hi => (hT i hi).1) h le_rfl
  have hne : chainT T n ≠ 0 := (chainT_mem hT).1.ne'
  rw [← resistance_chainT hT, resistance_eq hne] at d
  -- the incident flux is the transmitted one divided by the transmission probability
  have e : a 0 = (chainT T n)⁻¹ * a n := by
    linear_combination d - ((chainT T n)⁻¹ - 1) * c - ((chainT T n)⁻¹ - 1) * hb
  rw [e, mul_inv_cancel_left₀ hne]
```

The last theorem exhibits such a profile for half-transparent scatterers. Each has resistance 1 and the net current is 1, so both fluxes drop by one unit per scatterer. The code leaves the incident flux at $a_0=n+1$; per unit incident flux the profiles are $a_i=1-i/(n+1)$ and $b_i=(n-i)/(n+1)$. The transmitted fraction is $1/(n+1)$, in agreement with the formula for identical scatterers at $t=1/2$. The proof checks the two balance equations by direct algebra.

```lean
/-- For `n` half-transparent scatterers the linear profiles `a i = n + 1 - i` and
`b i = n - i` satisfy flux balance, with no flux incident from the right. -/
theorem fluxBalance_witness (n : ℕ) :
    FluxBalance (fun _ => 1 / 2) (fun i => (n : ℝ) + 1 - i) (fun i => (n : ℝ) - i) n ∧
      (fun i : ℕ => (n : ℝ) - i) n = 0 := by
  refine ⟨fun i _ => ⟨?_, ?_⟩, sub_self _⟩
  · push_cast
    ring
  · push_cast
    ring

end

end IncoherentScatterers
```

```lean
#print axioms IncoherentScatterers.multiple_reflection_hasSum
#print axioms IncoherentScatterers.resistance_seriesT
#print axioms IncoherentScatterers.chainT_identical
#print axioms IncoherentScatterers.transmitted_flux
```

```
'IncoherentScatterers.multiple_reflection_hasSum' depends on axioms: [propext, Classical.choice, Quot.sound]
'IncoherentScatterers.resistance_seriesT' depends on axioms: [propext, Classical.choice, Quot.sound]
'IncoherentScatterers.chainT_identical' depends on axioms: [propext, Classical.choice, Quot.sound]
'IncoherentScatterers.transmitted_flux' depends on axioms: [propext, Classical.choice, Quot.sound]
```
